# Eliminating voltage probes from a current-conserving conductor keeps transmissions nonnegative and terminal sums fixed if no probe group is isolated

## Solving for the probe voltages

A transport calculation with voltage probes solves a linear system for the probe voltages, then uses an effective transmission matrix between the remaining terminals. The theorem here gives a condition under which the probe voltages are uniquely determined and the result is again a transmission matrix. Such probes are used to model dephasing in quantum transport; the result applies to finitely many leads in linear response.

Let A be the terminals, B the probes, and T_pq ≥ 0 the transmission from lead q into lead p; for p = q it is reflection, which drops out of the currents. With the conductance prefactor omitted, the current from lead p into the conductor is

I_p = Σ_q T_pq (V_p − V_q).

A voltage probe draws no net current: I_b = 0. Write d_p = Σ_q T_pq. Equal row and column sums express current conservation for arbitrary voltages.

## The condition on probe groups

Set K = D_B − T_BB, where D_B = diag(d_b), and

E = T_AA + T_AB K⁻¹ T_BA.

Suppose T has equal row and column sums, and every nonempty set S of probes has some T_bq > 0 with b in S and q outside S. Then K is invertible, and E is entrywise nonnegative with row and column sums d_a. Direct coupling of each probe to a terminal suffices, but a probe may also connect through other probes. A set that breaks the condition is called floating below: it receives no transmission from any lead outside it. This is stronger than drawing no net current, which every voltage probe does.

## Minimum voltage and current balance

Let g_b = Σ_a T_ba, summed over terminals. Splitting d_b into its terminal and probe parts gives

(K v)_b = g_b v_b + Σ_b' T_bb' (v_b − v_b').

Suppose K v ≥ 0 but the minimum m of v is negative. Let S be the probes with v = m, and choose c in S and q outside S with T_cq > 0. Every term in (K v)_c is at most zero. If q is a terminal, g_c m < 0; if q is a probe, T_cq (m − v_q) < 0. Either way (K v)_c < 0, a contradiction. Hence K v ≥ 0 implies v ≥ 0.

If K v = 0, this applies to v and −v, so v = 0 and the square matrix K is invertible. Column c of K⁻¹ solves K x = e_c ≥ 0, with e_c the unit vector at c, so K⁻¹ ≥ 0 and E ≥ 0.

Conversely, suppose K is invertible but some nonempty set S of probes has no T_bq > 0 with b in S and q outside S. Solve K v = 1 at every probe. Where v is smallest on S, the terminal term vanishes and the probe terms are at most zero, so K v cannot equal 1 there.

The probe currents are

I_B = K V_B − T_BA V_A,

so they vanish exactly when V_B = K⁻¹ T_BA V_A. Then

E V_A = T_AA V_A + T_AB V_B.

At V = 1 on all leads every current vanishes, so this gives E 1 = d_A. Equal row and column sums make the transposed conductor have probe block Kᵀ and effective matrix Eᵀ; its row sums give the column sums of E. Finally, at zero probe current,

I_a = d_a V_a − Σ_q T_aq V_q = d_a V_a − (E V_A)_a = Σ_a' E_aa' (V_a − V_a').

The reduced conductor therefore carries the same terminal currents.

## One probe between two terminals

For terminals 1 and 2 and one probe b, K is the number T_b1 + T_b2, assumed positive; T_bb cancels. Thus

E_12 = T_12 + T_1b T_b2 / (T_b1 + T_b2).

The second term is transmission by way of the probe. With no probes, E = T_AA.

## The conductor in Lean

The index type `A ⊕ B` joins terminals, tagged `Sum.inl`, and probes, tagged `Sum.inr`. `total T p` is d_p, `probeMatrix T` is K, and `effective T` is E. In `voltage_probe_elimination`, `hT` states nonnegativity, `hd` equal row and column sums, and `hf` the condition on probe groups; `IsUnit` means invertible.

The matrix T is given: obtaining it and the linear current law from a scattering calculation is a separate step.

```lean
import Mathlib

open Matrix

namespace VoltageProbeElimination

noncomputable section

variable {A B ι : Type*} [Fintype A] [Fintype B] [DecidableEq B] [Fintype ι]

/-- The row sum `d_p = ∑ T_pq` of a transmission matrix at lead `p`. -/
def total (T : Matrix ι ι ℝ) (p : ι) : ℝ := ∑ q, T p q

/-- The current `I_p = ∑ T_pq (V_p - V_q)` at lead `p` for lead voltages `V`. -/
def current (T : Matrix ι ι ℝ) (V : ι → ℝ) (p : ι) : ℝ := ∑ q, T p q * (V p - V q)

/-- The probe block `D_B - T_BB`, with `D_B` the diagonal matrix of row sums at the probes. -/
def probeMatrix (T : Matrix (A ⊕ B) (A ⊕ B) ℝ) : Matrix B B ℝ :=
  Matrix.diagonal (fun b => total T (Sum.inr b)) - T.toBlocks₂₂

/-- The effective transmission matrix `T_AA + T_AB (D_B - T_BB)⁻¹ T_BA` between the terminals,
for invertible `D_B - T_BB`. -/
def effective (T : Matrix (A ⊕ B) (A ⊕ B) ℝ) : Matrix A A ℝ :=
  T.toBlocks₁₁ + T.toBlocks₁₂ * (probeMatrix T)⁻¹ * T.toBlocks₂₁

/-- No group of probes floats: every nonempty set `S` of probes contains a probe `b` with `T_bq > 0`
for some lead `q` outside `S`. -/
def NoFloatingProbes (T : Matrix (A ⊕ B) (A ⊕ B) ℝ) : Prop :=
  ∀ S : Set B, S.Nonempty → ∃ b ∈ S, ∃ q, q ∉ Sum.inr '' S ∧ 0 < T (Sum.inr b) q

omit [Fintype A] [Fintype B] [DecidableEq B] in
/-- If each probe `b` has `T_ba > 0` for some terminal `a`, then no group of probes floats. -/
theorem noFloatingProbes_of_direct {T : Matrix (A ⊕ B) (A ⊕ B) ℝ}
    (h : ∀ b, ∃ a, 0 < T (Sum.inr b) (Sum.inl a)) : NoFloatingProbes T := by
  rintro S ⟨b, hb⟩
  obtain ⟨a, ha⟩ := h b
  exact ⟨b, hb, Sum.inl a, (by rintro ⟨_, _, h⟩; cases h), ha⟩

/-- The probe block acts on probe voltages as leakage to the terminals plus exchange
between the probes. -/
theorem probeMatrix_mulVec (T : Matrix (A ⊕ B) (A ⊕ B) ℝ) (v : B → ℝ) (b : B) :
    (probeMatrix T *ᵥ v) b = (∑ a, T (Sum.inr b) (Sum.inl a)) * v b
      + ∑ b', T (Sum.inr b) (Sum.inr b') * (v b - v b') := by
  have h : (T.toBlocks₂₂ *ᵥ v) b = ∑ b', T (Sum.inr b) (Sum.inr b') * v b' := rfl
  rw [probeMatrix, Matrix.sub_mulVec, Pi.sub_apply, Matrix.mulVec_diagonal, h, total,
    Fintype.sum_sum_type]
  simp only [mul_sub, Finset.sum_sub_distrib, ← Finset.sum_mul]
  ring

/-- Minimum principle: for `T ≥ 0` without floating probes, `(D_B - T_BB) v ≥ 0` at every
probe implies `v ≥ 0` at every probe. -/
theorem minimum_principle {T : Matrix (A ⊕ B) (A ⊕ B) ℝ} (hT : ∀ p q, 0 ≤ T p q)
    (hf : NoFloatingProbes T) {v : B → ℝ} (hv : ∀ b, 0 ≤ (probeMatrix T *ᵥ v) b) (b : B) :
    0 ≤ v b := by
  by_contra hneg
  rw [not_le] at hneg
  obtain ⟨m, -, hm⟩ := Set.exists_min_image Set.univ v Set.finite_univ ⟨b, Set.mem_univ b⟩
  have hm' : ∀ c, v m ≤ v c := fun c => hm c (Set.mem_univ c)
  have hm0 : v m < 0 := (hm' b).trans_lt hneg
  -- the probes at the lowest voltage are coupled to some lead outside their group
  obtain ⟨c, hc, q, hq, hpos⟩ := hf {c | v c = v m} ⟨m, rfl⟩
  have hc' : v c = v m := hc
  have h := hv c
  rw [probeMatrix_mulVec, hc'] at h
  have hterm : ∀ b' ∈ Finset.univ, T (Sum.inr c) (Sum.inr b') * (v m - v b') ≤ 0 :=
    fun b' _ => mul_nonpos_iff.2 (Or.inl ⟨hT _ _, sub_nonpos.2 (hm' b')⟩)
  rcases q with a | b'
  · have hA : 0 < ∑ a, T (Sum.inr c) (Sum.inl a) :=
      Finset.sum_pos' (fun a _ => hT _ _) ⟨a, Finset.mem_univ a, hpos⟩
    linarith [mul_neg_of_pos_of_neg hA hm0, Finset.sum_nonpos hterm]
  · have hA : 0 ≤ ∑ a, T (Sum.inr c) (Sum.inl a) := Finset.sum_nonneg fun a _ => hT _ _
    have hlt : v m < v b' := lt_of_le_of_ne (hm' b') fun h => hq ⟨b', h.symm, rfl⟩
    have hB : ∑ b', T (Sum.inr c) (Sum.inr b') * (v m - v b') < ∑ _b' : B, (0 : ℝ) :=
      Finset.sum_lt_sum hterm
        ⟨b', Finset.mem_univ b', mul_neg_of_pos_of_neg hpos (sub_neg.2 hlt)⟩
    rw [Finset.sum_const_zero] at hB
    linarith [mul_nonpos_iff.2 (Or.inl ⟨hA, hm0.le⟩)]

/-- For `T ≥ 0`, the probe block `D_B - T_BB` is invertible exactly when no group of
probes floats. -/
theorem isUnit_probeMatrix_iff {T : Matrix (A ⊕ B) (A ⊕ B) ℝ} (hT : ∀ p q, 0 ≤ T p q) :
    IsUnit (probeMatrix T) ↔ NoFloatingProbes T := by
  constructor
  · intro hu S hS
    by_contra hcon
    have hz : ∀ b ∈ S, ∀ q, q ∉ Sum.inr '' S → T (Sum.inr b) q = 0 := fun b hb q hq =>
      le_antisymm (not_lt.1 fun h => hcon ⟨b, hb, q, hq, h⟩) (hT _ _)
    -- a unit current into every probe cannot be drained from a floating group
    obtain ⟨v, hv⟩ : ∃ v, probeMatrix T *ᵥ v = fun _ => 1 :=
      ⟨(probeMatrix T)⁻¹ *ᵥ fun _ => 1, by
        rw [Matrix.mulVec_mulVec,
          Matrix.mul_nonsing_inv _ ((Matrix.isUnit_iff_isUnit_det _).1 hu), Matrix.one_mulVec]⟩
    obtain ⟨m, hm, hmin⟩ := Set.exists_min_image S v (Set.toFinite S) hS
    have h : (probeMatrix T *ᵥ v) m = 1 := congrFun hv m
    have hA : ∑ a, T (Sum.inr m) (Sum.inl a) = 0 :=
      Finset.sum_eq_zero fun a _ => hz m hm _ (by rintro ⟨_, _, h⟩; cases h)
    have hB : ∑ b', T (Sum.inr m) (Sum.inr b') * (v m - v b') ≤ 0 := by
      refine Finset.sum_nonpos fun b' _ => ?_
      by_cases hb' : b' ∈ S
      · exact mul_nonpos_iff.2 (Or.inl ⟨hT _ _, sub_nonpos.2 (hmin b' hb')⟩)
      · have h0 := hz m hm (Sum.inr b')
          (by rintro ⟨c, hc, h⟩; exact hb' (Sum.inr.inj h ▸ hc))
        simp [h0]
    rw [probeMatrix_mulVec, hA, zero_mul, zero_add] at h
    linarith
  · intro hf
    rw [Matrix.isUnit_iff_isUnit_det, isUnit_iff_ne_zero]
    intro hdet
    obtain ⟨v, hv0, hv⟩ := Matrix.exists_mulVec_eq_zero_iff.2 hdet
    -- the minimum principle for `v` and `-v` forces a null vector to vanish
    refine hv0 (funext fun b => le_antisymm ?_ ?_)
    · have h := minimum_principle hT hf (v := -v)
        (fun b => by rw [Matrix.mulVec_neg, hv]; simp) b
      simpa using h
    · exact minimum_principle hT hf (fun b => by rw [hv]; simp) b

/-- For `T ≥ 0` without floating probes, all entries of `(D_B - T_BB)⁻¹` are nonnegative. -/
theorem probeMatrix_inv_nonneg {T : Matrix (A ⊕ B) (A ⊕ B) ℝ} (hT : ∀ p q, 0 ≤ T p q)
    (hf : NoFloatingProbes T) (b c : B) : 0 ≤ (probeMatrix T)⁻¹ b c := by
  have hu := (Matrix.isUnit_iff_isUnit_det _).1 ((isUnit_probeMatrix_iff hT).2 hf)
  refine minimum_principle hT hf (v := fun b => (probeMatrix T)⁻¹ b c) (fun b' => ?_) b
  change 0 ≤ (probeMatrix T * (probeMatrix T)⁻¹) b' c
  rw [Matrix.mul_nonsing_inv _ hu, Matrix.one_apply]
  split_ifs <;> norm_num

/-- If `D_B - T_BB` is invertible, all probe currents vanish exactly when the probe voltages
are `V_B = (D_B - T_BB)⁻¹ T_BA V_A`. -/
theorem probe_voltages {T : Matrix (A ⊕ B) (A ⊕ B) ℝ} (hu : IsUnit (probeMatrix T))
    (V : A ⊕ B → ℝ) : (∀ b, current T V (Sum.inr b) = 0) ↔
      V ∘ Sum.inr = (probeMatrix T)⁻¹ *ᵥ (T.toBlocks₂₁ *ᵥ (V ∘ Sum.inl)) := by
  have hdet := (Matrix.isUnit_iff_isUnit_det _).1 hu
  have h : ∀ b, current T V (Sum.inr b) =
      (probeMatrix T *ᵥ (V ∘ Sum.inr)) b - (T.toBlocks₂₁ *ᵥ (V ∘ Sum.inl)) b := by
    intro b
    have h' : (T.toBlocks₂₁ *ᵥ (V ∘ Sum.inl)) b
        = ∑ a, T (Sum.inr b) (Sum.inl a) * V (Sum.inl a) := rfl
    rw [probeMatrix_mulVec, h', current, Fintype.sum_sum_type]
    simp only [Function.comp_apply, mul_sub, Finset.sum_sub_distrib, ← Finset.sum_mul]
    ring
  constructor
  · intro h0
    have hK : probeMatrix T *ᵥ (V ∘ Sum.inr) = T.toBlocks₂₁ *ᵥ (V ∘ Sum.inl) :=
      funext fun b => by linarith [h b, h0 b]
    rw [← hK, Matrix.mulVec_mulVec, Matrix.nonsing_inv_mul _ hdet, Matrix.one_mulVec]
  · intro hV b
    rw [h, hV, Matrix.mulVec_mulVec, Matrix.mul_nonsing_inv _ hdet, Matrix.one_mulVec, sub_self]

/-- If `D_B - T_BB` is invertible and all probe currents vanish, the effective matrix applied to
the terminal voltages equals the full matrix applied to all voltages, at each terminal. -/
theorem effective_mulVec {T : Matrix (A ⊕ B) (A ⊕ B) ℝ} (hu : IsUnit (probeMatrix T))
    (V : A ⊕ B → ℝ) (h0 : ∀ b, current T V (Sum.inr b) = 0) (a : A) :
    (effective T *ᵥ (V ∘ Sum.inl)) a = ∑ q, T (Sum.inl a) q * V q := by
  rw [effective, Matrix.add_mulVec, ← Matrix.mulVec_mulVec, ← Matrix.mulVec_mulVec,
    ← (probe_voltages hu V).1 h0, Fintype.sum_sum_type]
  rfl

/-- If `D_B - T_BB` is invertible, eliminating the probes preserves the row sum at each
terminal. -/
theorem total_effective {T : Matrix (A ⊕ B) (A ⊕ B) ℝ} (hu : IsUnit (probeMatrix T)) (a : A) :
    total (effective T) a = total T (Sum.inl a) := by
  -- at uniform voltage no current flows
  have h := effective_mulVec hu (fun _ => 1) (fun b => by simp [current]) a
  simpa [Matrix.mulVec, dotProduct, total] using h

/-- If `D_B - T_BB` is invertible and all probe currents vanish, the terminal currents are those
of a conductor without probes whose transmission matrix is the effective one. -/
theorem current_effective {T : Matrix (A ⊕ B) (A ⊕ B) ℝ} (hu : IsUnit (probeMatrix T))
    (V : A ⊕ B → ℝ) (h0 : ∀ b, current T V (Sum.inr b) = 0) (a : A) :
    current T V (Sum.inl a) = current (effective T) (V ∘ Sum.inl) a := by
  have h1 : current T V (Sum.inl a)
      = total T (Sum.inl a) * V (Sum.inl a) - ∑ q, T (Sum.inl a) q * V q := by
    simp only [current, total, mul_sub, Finset.sum_sub_distrib, ← Finset.sum_mul]
  have h2 : current (effective T) (V ∘ Sum.inl) a
      = total (effective T) a * V (Sum.inl a) - (effective T *ᵥ (V ∘ Sum.inl)) a := by
    simp only [current, total, Matrix.mulVec, dotProduct, Function.comp_apply, mul_sub,
      Finset.sum_sub_distrib, ← Finset.sum_mul]
  rw [h1, h2, total_effective hu, effective_mulVec hu V h0]

/-- Voltage-probe elimination: let `T ≥ 0` have equal row and column sums `d_p` and no floating
group of probes. Then `D_B - T_BB` is invertible, and the effective transmission matrix is
entrywise nonnegative with row and column sums `d_p` at the terminals. -/
theorem voltage_probe_elimination {T : Matrix (A ⊕ B) (A ⊕ B) ℝ} (hT : ∀ p q, 0 ≤ T p q)
    (hd : ∀ p, total Tᵀ p = total T p) (hf : NoFloatingProbes T) :
    IsUnit (probeMatrix T) ∧ (∀ a a', 0 ≤ effective T a a') ∧
      (∀ a, total (effective T) a = total T (Sum.inl a)) ∧
      (∀ a, total (effective T)ᵀ a = total T (Sum.inl a)) := by
  have hu := (isUnit_probeMatrix_iff hT).2 hf
  refine ⟨hu, fun a a' => ?_, total_effective hu, fun a => ?_⟩
  · simp only [effective, Matrix.add_apply, Matrix.mul_apply]
    exact add_nonneg (hT _ _) (Finset.sum_nonneg fun c _ => mul_nonneg
      (Finset.sum_nonneg fun b _ => mul_nonneg (hT _ _) (probeMatrix_inv_nonneg hT hf b c))
      (hT _ _))
  · -- column sums are the row sums of the transposed conductor
    have hK : probeMatrix Tᵀ = (probeMatrix T)ᵀ := by
      unfold probeMatrix
      rw [Matrix.transpose_sub, Matrix.diagonal_transpose]
      simp only [hd]
      rfl
    have hE : effective Tᵀ = (effective T)ᵀ := by
      unfold effective
      rw [hK, Matrix.transpose_add, Matrix.transpose_mul, Matrix.transpose_mul,
        Matrix.transpose_nonsing_inv, Matrix.mul_assoc]
      rfl
    have hu' : IsUnit (probeMatrix Tᵀ) := by
      rw [hK, Matrix.isUnit_iff_isUnit_det, Matrix.det_transpose]
      exact (Matrix.isUnit_iff_isUnit_det _).1 hu
    have h := total_effective hu' a
    rw [hE, hd] at h
    exact h

end

end VoltageProbeElimination
```

```lean
#print axioms VoltageProbeElimination.noFloatingProbes_of_direct
#print axioms VoltageProbeElimination.current_effective
#print axioms VoltageProbeElimination.voltage_probe_elimination
```

```
'VoltageProbeElimination.noFloatingProbes_of_direct' depends on axioms: [propext, Classical.choice, Quot.sound]
'VoltageProbeElimination.current_effective' depends on axioms: [propext, Classical.choice, Quot.sound]
'VoltageProbeElimination.voltage_probe_elimination' depends on axioms: [propext, Classical.choice, Quot.sound]
```

## From the minimum to the effective matrix

`probeMatrix_mulVec` is the splitting of K v. In `minimum_principle`, `rcases q with a | b'` separates the terminal and probe cases, and `linarith` combines the signs. `isUnit_probeMatrix_iff` proves both directions of the invertibility criterion, and `probeMatrix_inv_nonneg` applies the minimum principle to a column of the inverse.

The central device is `Set.exists_min_image`, which returns a minimiser of a function on a finite nonempty set. In the minimum principle the set is all probes, and the supposedly negative probe shows that it is nonempty. In the converse it is the floating group itself.

`probe_voltages` and `effective_mulVec` perform the elimination. `total_effective` inserts uniform voltage, and `current_effective` compares the terminal currents. All four assume that K is invertible, and `effective_mulVec` and `current_effective` also assume zero probe currents; none assumes nonnegativity or equal row and column sums. In the final theorem, `hK` and `hE` identify the transposed matrices. The hypothesis `hd` enters in `hK`, because the probe block of `Tᵀ` is built with the column sums of T in its diagonal part, and again at the end, where it turns the column sum of T at a terminal into d_a.
